# The rate of change of a differentiable function of wave vector and external parameter, along a moving wave vector

A real quantity `G` depends on a wave vector with `n` real components and on an external parameter, and the wave vector itself moves as the parameter changes. The theorem `hasDerivAt_along` says that if `G` is differentiable jointly in both arguments everywhere, and `k` has derivative `v` at `s`, then `G(k(t), t)` has derivative `v · ∇ₖG + ∂G/∂s` at `t = s`, with both terms taken at `(k(s), s)`. Nothing else is assumed of `G`; no Hamiltonian or band structure enters. The proof applies the chain rule to the curve `t ↦ (k(t), t)`, then splits its velocity `(v, 1)` into coordinate directions.

In Lean, a first try:

```lean
import Mathlib

open Matrix Topology

namespace HasDerivAtAlong

noncomputable section

variable {n : ℕ} {F : (Fin n → ℝ) × ℝ → ℝ} {k : ℝ → Fin n → ℝ} {s : ℝ}

/-- The gradient of `F(k,s)` with respect to the wave vector `k`, at the point `p = (k,s)`. -/
def kGrad (F : (Fin n → ℝ) × ℝ → ℝ) (p : (Fin n → ℝ) × ℝ) : Fin n → ℝ :=
  fun i => fderiv ℝ F p (Pi.single i 1, 0)

/-- The partial derivative of `F(k,s)` with respect to the external parameter `s`. -/
def sDeriv (F : (Fin n → ℝ) × ℝ → ℝ) (p : (Fin n → ℝ) × ℝ) : ℝ :=
  fderiv ℝ F p (0, 1)

/-- Chain rule along a moving wave vector: if `G` is differentiable and `k` has the derivative `k'`
at `s`, then `G(k(s),s)` has the derivative `k' · ∇ₖG + ∂G/∂s` there. -/
theorem hasDerivAt_along {G : (Fin n → ℝ) × ℝ → ℝ} {v : Fin n → ℝ}
    (hG : Differentiable ℝ G) (hk : HasDerivAt k v s) :
    HasDerivAt (fun t => G (k t, t)) (v ⬝ᵥ kGrad G (k s, s) + sDeriv G (k s, s)) s := by
  have h := (hG (k s, s)).hasFDerivAt.comp_hasDerivAt s (hk.prodMk (hasDerivAt_id' s))
  refine HasDerivAt.congr_deriv h ?_
  -- split the velocity (k', 1) into coordinate directions
  have e : (v, (1 : ℝ)) =
      ∑ i, v i • ((Pi.single i 1 : Fin n → ℝ), (0 : ℝ)) + ((0 : Fin n → ℝ), (1 : ℝ)) := by
    apply Prod.ext
    · ext j
      simp [Prod.fst_sum, Finset.sum_apply, Pi.single_apply]
    · simp [Prod.snd_sum]
  rw [e]
  simp only [map_add, map_sum, map_smul, smul_eq_mul, dotProduct, kGrad, sDeriv]

end

end HasDerivAtAlong
```

Compiling this gives:

```
Main.lean:24:56: error: Application type mismatch: The argument
  HasDerivAt.prodMk hk (hasDerivAt_id' s)
has type
  HasDerivAt (fun x => (k x, x)) (v, 1) s
but is expected to have type
  HasDerivAt (Prod.mk (k s)) ?m.67 s
in the application
  HasFDerivAt.comp_hasDerivAt s (DifferentiableAt.hasFDerivAt (hG (k s, s))) (HasDerivAt.prodMk hk (hasDerivAt_id' s))
Main.lean:23:86: error: unsolved goals
n : ℕ
k : ℝ → Fin n → ℝ
s : ℝ
G : (Fin n → ℝ) × ℝ → ℝ
v : Fin n → ℝ
hG : Differentiable ℝ G
hk : HasDerivAt k v s
⊢ HasDerivAt (fun t => G (k t, t)) (v ⬝ᵥ kGrad G (k s, s) + sDeriv G (k s, s)) s
```

Diagnosis. The first message is about which curve Lean took to be composed with `G`. `comp_hasDerivAt` needs the derivative of `G` at a point of the form `f s`, and Lean had to find `f` from the point supplied, `(k s, s)`. That pair is `Prod.mk (k s)` applied to `s`, so Lean took `f` to be `Prod.mk (k s)`, which holds the wave vector fixed at `k s`. The derivative then supplied belongs to `fun x => (k x, x)`, where the wave vector moves, and the types clash.

The second message shows the theorem's original goal still unproved, without `h`; it follows from the first failure.

The repair first proves the chain rule, as `comp`, for any curve `γ` with derivative `(v, 1)` at `s`. There the point is `γ s`, from which Lean reads off `γ` as the curve. The new `h` then applies `comp` to `fun t => (k t, t)`, given explicitly, so the curve no longer has to be guessed from its value at `s`. The rest of the proof is unchanged.

The repair, with which the file compiles:

```diff
@@ -22,5 +22,9 @@
     (hG : Differentiable ℝ G) (hk : HasDerivAt k v s) :
     HasDerivAt (fun t => G (k t, t)) (v ⬝ᵥ kGrad G (k s, s) + sDeriv G (k s, s)) s := by
-  have h := (hG (k s, s)).hasFDerivAt.comp_hasDerivAt s (hk.prodMk (hasDerivAt_id' s))
+  have comp : ∀ γ : ℝ → (Fin n → ℝ) × ℝ, HasDerivAt γ (v, 1) s →
+      HasDerivAt (fun t => G (γ t)) (fderiv ℝ G (γ s) (v, 1)) s :=
+    fun γ hγ => (hG (γ s)).hasFDerivAt.comp_hasDerivAt s hγ
+  have h : HasDerivAt (fun t => G (k t, t)) (fderiv ℝ G (k s, s) (v, 1)) s :=
+    comp (fun t => (k t, t)) (hk.prodMk (hasDerivAt_id' s))
   refine HasDerivAt.congr_deriv h ?_
   -- split the velocity (k', 1) into coordinate directions
```
